# The ellipsometric ratio at oblique incidence fixes the complex permittivity of a bulk sample

An ellipsometer gives a complex ratio $\rho$ of two reflection amplitudes, while the quantity wanted is the permittivity $\varepsilon$. The Fresnel formulas run the other way, from $\varepsilon$ to $\rho$. One way back is a numerical search for $\varepsilon$, but a search that succeeds does not by itself tell whether a different $\varepsilon$ would have fitted equally well.

For a homogeneous, isotropic, non-magnetic sample that fills a half-space below vacuum, with a sharp surface and $\varepsilon\neq 1$, the inversion has a closed form:

$$\varepsilon=\sin^2 p\left[1+\tan^2 p\left(\frac{1-\rho}{1+\rho}\right)^2\right],\qquad 0<p<\pi/2,$$

where $p$ is the angle of incidence and $\rho=r_p/r_s$ is the p amplitude over the s amplitude, with signs chosen so that $\rho$ tends to $-1$ at normal incidence. Within this bulk model, the formula turns a measured $\rho$ into an $\varepsilon$ that can be set beside a dielectric function from an electronic-structure calculation, provided that both refer to the same time factor, $e^{-i\omega t}$ or $e^{i\omega t}$. Changing the time factor replaces $\rho$ and $\varepsilon$ by their complex conjugates.

## Amplitudes and their ratio

```lean
import Mathlib

namespace EllipsometricInversion

noncomputable section
```

The first line loads the mathematical library Mathlib, and the namespace keeps the names below together.

```lean
/-- Fresnel reflection amplitude for s-polarised light at angle `p`, with `q` the normalised
normal wavevector component in the sample. -/
def rS (p : ℝ) (q : ℂ) : ℂ := (Real.cos p - q) / (Real.cos p + q)
```

This is $r_s=(\cos p-q)/(\cos p+q)$. The angle `p` is a real number. The complex number `q` is the component of the wavevector normal to the surface inside the sample, in units of the wavenumber of the light in vacuum. At this point `q` is free; its link to $\varepsilon$ enters later as a hypothesis.

```lean
/-- Fresnel reflection amplitude for p-polarised light on a sample of permittivity `ε`. -/
def rP (p : ℝ) (ε q : ℂ) : ℂ := (ε * Real.cos p - q) / (ε * Real.cos p + q)
```

This is $r_p=(\varepsilon\cos p-q)/(\varepsilon\cos p+q)$, with `ε` complex so that absorption is included.

```lean
/-- The ellipsometric ratio of the p amplitude to the s amplitude. -/
def ratio (p : ℝ) (ε q : ℂ) : ℂ := rP p ε q / rS p q
```

The ratio is $\rho=r_p/r_s$. The sign convention matters here. With these definitions $r_p=-r_s$ at normal incidence, so $\rho$ tends to $-1$ there. Some texts define $r_p$ with the opposite sign. Data recorded that way must have the sign of $\rho$ reversed first; otherwise $(1-\rho)/(1+\rho)$ turns into its reciprocal and the formula in general returns a wrong permittivity, without any warning.

```lean
/-- The normal wavevector component computed from a measured ratio `ρ`. -/
def invertedQ (p : ℝ) (ρ : ℂ) : ℂ :=
  Real.sin p * Real.tan p * ((1 - ρ) / (1 + ρ))
```

Given a number `ρ`, this function returns $\sin p\,\tan p\,(1-\rho)/(1+\rho)$. That it equals the true $q$ is a theorem further down, not part of the definition.

```lean
/-- The permittivity computed from a measured ratio `ρ`. -/
def invertedPermittivity (p : ℝ) (ρ : ℂ) : ℂ :=
  (Real.sin p : ℂ) ^ 2 * (1 + (Real.tan p : ℂ) ^ 2 * ((1 - ρ) / (1 + ρ)) ^ 2)
```

This is the formula for $\varepsilon$ displayed above. The notation `(Real.sin p : ℂ)` means the real number $\sin p$ regarded as a complex one.

## When the p amplitude is finite

```lean
/-- At oblique incidence the sine and cosine of the angle are nonzero, and their squares
add to one, as complex numbers. -/
theorem oblique_trig {p : ℝ} (h0 : 0 < p) (h1 : p < Real.pi / 2) :
    (Real.cos p : ℂ) ≠ 0 ∧ (Real.sin p : ℂ) ≠ 0 ∧
      (Real.sin p : ℂ) ^ 2 + (Real.cos p : ℂ) ^ 2 = 1 := by
  refine ⟨Complex.ofReal_ne_zero.mpr
      (Real.cos_pos_of_mem_Ioo ⟨by linarith, h1⟩).ne',
    Complex.ofReal_ne_zero.mpr
      (Real.sin_pos_of_pos_of_lt_pi h0 (by linarith [Real.pi_pos])).ne', ?_⟩
  rw [← Complex.ofReal_pow, ← Complex.ofReal_pow, ← Complex.ofReal_add,
    Real.sin_sq_add_cos_sq, Complex.ofReal_one]
```

The hypotheses `h0` and `h1` say $0<p<\pi/2$. The conclusion has three parts joined by `∧`, "and": $\cos p\neq0$, $\sin p\neq0$ and $\sin^2p+\cos^2p=1$, all as statements about complex numbers. The proof takes them from the real case.

From here on I write $c=\cos p$ and $s=\sin p$.

```lean
/-- If `q` obeys the dispersion relation and the denominator of the p amplitude vanishes, then `ε =
1` or `q cos p = -sin² p`, written as a vanishing product. -/
theorem p_denominator_zero {p : ℝ} {ε q : ℂ} (h0 : 0 < p) (h1 : p < Real.pi / 2)
    (hq : q ^ 2 = ε - (Real.sin p : ℂ) ^ 2) (h : ε * Real.cos p + q = 0) :
    (ε - 1) * (Real.cos p * q + (Real.sin p : ℂ) ^ 2) = 0 := by
  obtain ⟨-, -, ht⟩ := oblique_trig h0 h1
  linear_combination (q - (Real.cos p : ℂ)) * h - hq + ε * ht
```

The hypothesis `hq` is the dispersion relation $q^2=\varepsilon-s^2$, which expresses that the wave in the sample obeys Maxwell's equations and keeps the tangential wavevector of the incident light. It leaves the sign of $q$ open. Using it together with $s^2+c^2=1$,

$$(q-c)(\varepsilon c+q)=(\varepsilon-1)cq+q^2-\varepsilon c^2=(\varepsilon-1)(cq+s^2).$$

If $\varepsilon c+q=0$, the right-hand side vanishes too. The tactic `linear_combination` does exactly this: it is told which multiples of the known equations to add, and it checks that the result is the goal.

```lean
/-- On the branch `Re q ≥ 0` the denominator of the p amplitude is nonzero. -/
theorem p_denominator_ne_zero {p : ℝ} {ε q : ℂ} (h0 : 0 < p) (h1 : p < Real.pi / 2)
    (hq : q ^ 2 = ε - (Real.sin p : ℂ) ^ 2) (hre : 0 ≤ q.re) :
    ε * Real.cos p + q ≠ 0 := by
  intro h
  have hc : 0 < Real.cos p := Real.cos_pos_of_mem_Ioo ⟨by linarith, h1⟩
  have hs : 0 < Real.sin p := Real.sin_pos_of_pos_of_lt_pi h0 (by linarith [Real.pi_pos])
  rcases mul_eq_zero.mp (p_denominator_zero h0 h1 hq h) with he | hz
  · -- without optical contrast, q would equal -cos p
    have h2 : q = ((-Real.cos p : ℝ) : ℂ) := by
      rw [Complex.ofReal_neg]
      linear_combination h - (Real.cos p : ℂ) * he
    have h3 := congrArg Complex.re h2
    rw [Complex.ofReal_re] at h3
    linarith
  · -- otherwise q cos p would be the negative number -sin² p
    have h2 : (Real.cos p : ℂ) * q = ((-(Real.sin p ^ 2) : ℝ) : ℂ) := by
      rw [Complex.ofReal_neg, Complex.ofReal_pow]
      linear_combination hz
    have h3 := congrArg Complex.re h2
    rw [Complex.re_ofReal_mul, Complex.ofReal_re] at h3
    linarith [mul_nonneg hc.le hre, pow_pos hs 2]
```

Now suppose $\operatorname{Re}q\ge0$, as holds for the transmitted wave in a passive medium. If the denominator $\varepsilon c+q$ were zero, the previous product would leave two cases.

- If $\varepsilon=1$, then $q=-c$, whose real part is negative.
- If $cq=-s^2$, then $c\operatorname{Re}q=-s^2<0$, although $c>0$.

Both contradict $\operatorname{Re}q\ge0$. In the code, `rcases` splits the cases, and `congrArg Complex.re` takes the real part of both sides of an equation.

## From the ratio back to the sample

```lean
/-- At oblique incidence, if `q` obeys the dispersion relation, `ε ≠ 1` and the p denominator is
nonzero, the ratio `ρ` differs from `-1` and satisfies `(1 - ρ) sin² p = q cos p (1 + ρ)`. -/
theorem ratio_relation {p : ℝ} {ε q : ℂ} (h0 : 0 < p) (h1 : p < Real.pi / 2)
    (hε : ε ≠ 1) (hq : q ^ 2 = ε - (Real.sin p : ℂ) ^ 2)
    (hp : ε * Real.cos p + q ≠ 0) :
    ratio p ε q ≠ -1 ∧
      (1 - ratio p ε q) * (Real.sin p : ℂ) ^ 2 = Real.cos p * q * (1 + ratio p ε q) := by
  obtain ⟨-, hs0, ht⟩ := oblique_trig h0 h1
  -- the s amplitude does not vanish, because ε ≠ 1
  have hm : (Real.cos p : ℂ) - q ≠ 0 := by
    intro h
    apply hε
    linear_combination (-(q + (Real.cos p : ℂ))) * h - hq + ht
  have hW := mul_ne_zero hp hm
  have hr : ratio p ε q * ((ε * Real.cos p + q) * (Real.cos p - q)) =
      (ε * Real.cos p - q) * (Real.cos p + q) := by
    unfold ratio rP rS
    rw [div_div_div_eq, div_mul_cancel₀ _ hW]
  -- the sum and the difference of the two amplitudes over a common denominator
  have hsum : (1 + ratio p ε q) * ((ε * Real.cos p + q) * (Real.cos p - q)) =
      2 * (Real.sin p : ℂ) ^ 2 * (1 - ε) := by
    linear_combination hr - 2 * hq + 2 * ε * ht
  have hdiff : (1 - ratio p ε q) * ((ε * Real.cos p + q) * (Real.cos p - q)) =
      2 * (Real.cos p * q) * (1 - ε) := by
    linear_combination -hr
  constructor
  · intro h
    have hz : 2 * (Real.sin p : ℂ) ^ 2 * (1 - ε) = 0 := by
      linear_combination ((ε * Real.cos p + q) * (Real.cos p - q)) * h - hsum
    exact mul_ne_zero (mul_ne_zero two_ne_zero (pow_ne_zero 2 hs0))
      (sub_ne_zero.mpr hε.symm) hz
  · apply mul_right_cancel₀ hW
    linear_combination (Real.sin p : ℂ) ^ 2 * hdiff - (Real.cos p * q) * hsum
```

Two hypotheses are new: `hε` demands optical contrast, $\varepsilon\ne1$, and `hp` demands a nonzero p denominator. The contrast makes $r_s$ finite and nonzero, because

$$(c-q)(c+q)=c^2-q^2=1-\varepsilon\neq0.$$

Set $W=(\varepsilon c+q)(c-q)$, which is therefore nonzero. Clearing fractions gives $\rho W=(\varepsilon c-q)(c+q)$, which is `hr` in the code. Adding this to $W$ and subtracting it from $W$ yields

$$(1+\rho)W=2\varepsilon c^2-2q^2=2s^2(1-\varepsilon),$$
$$(1-\rho)W=2cq(1-\varepsilon).$$

These are `hsum` and `hdiff`. The right-hand side of the first is nonzero, so $\rho\neq-1$. Multiplying the second by $s^2$ and the first by $cq$ makes the right-hand sides equal, and cancelling $W$ leaves

$$(1-\rho)s^2=cq(1+\rho).$$

```lean
/-- Ellipsometric inversion at oblique incidence, for a bulk sample with `ε ≠ 1` and a nonzero p
denominator: the ratio is not `-1`, and it determines the normal wavevector component and the
complex permittivity in closed form. -/
theorem ellipsometric_inversion {p : ℝ} {ε q : ℂ} (h0 : 0 < p) (h1 : p < Real.pi / 2)
    (hε : ε ≠ 1) (hq : q ^ 2 = ε - (Real.sin p : ℂ) ^ 2)
    (hp : ε * Real.cos p + q ≠ 0) :
    ratio p ε q ≠ -1 ∧ q = invertedQ p (ratio p ε q) ∧
      ε = invertedPermittivity p (ratio p ε q) := by
  obtain ⟨hc0, hs0, -⟩ := oblique_trig h0 h1
  obtain ⟨hne, hx⟩ := ratio_relation h0 h1 hε hq hp
  have hd : 1 + ratio p ε q ≠ 0 := fun h => hne (by linear_combination h)
  have hu : (1 - ratio p ε q) / (1 + ratio p ε q) =
      Real.cos p * q / (Real.sin p : ℂ) ^ 2 := by
    rw [div_eq_div_iff hd (pow_ne_zero 2 hs0)]
    exact hx
  have hqv : q = Real.sin p * Real.tan p *
      ((1 - ratio p ε q) / (1 + ratio p ε q)) := by
    rw [hu, Real.tan_eq_sin_div_cos, Complex.ofReal_div]
    field_simp
  refine ⟨hne, hqv, ?_⟩
  -- insert q into the dispersion relation ε = q² + sin² p
  unfold invertedPermittivity
  linear_combination -hq + (q + Real.sin p * Real.tan p *
    ((1 - ratio p ε q) / (1 + ratio p ε q))) * hqv
```

This is the main theorem. Under the same hypotheses it states that $\rho\ne-1$, that $q$ equals `invertedQ` of the ratio, and that $\varepsilon$ equals `invertedPermittivity` of the ratio. Since $1+\rho\neq0$, the last relation can be divided:

$$\frac{1-\rho}{1+\rho}=\frac{cq}{s^2},\qquad q=\frac{s^2}{c}\,\frac{1-\rho}{1+\rho}=\sin p\,\tan p\,\frac{1-\rho}{1+\rho}.$$

Inserting this into $\varepsilon=q^2+s^2$ gives the permittivity. In the code these steps are `hu`, `hqv` and the closing `linear_combination`.

The hypothesis `hp` is needed for the statement about $q$. Lean sets $x/0=0$, so a vanishing p denominator would give the ratio $0$; the formula would then still return the right $\varepsilon$, but $q$ with the wrong sign. For $\operatorname{Re}q\ge0$, `p_denominator_ne_zero` supplies `hp`.

```lean
/-- Two bulk samples, each with permittivity different from `1` and a nonzero p denominator, that
have the same ellipsometric ratio at the same oblique angle have the same permittivity and the same
normal wavevector component. -/
theorem permittivity_unique {p : ℝ} {ε q ε' q' : ℂ} (h0 : 0 < p) (h1 : p < Real.pi / 2)
    (hε : ε ≠ 1) (hq : q ^ 2 = ε - (Real.sin p : ℂ) ^ 2) (hp : ε * Real.cos p + q ≠ 0)
    (hε' : ε' ≠ 1) (hq' : q' ^ 2 = ε' - (Real.sin p : ℂ) ^ 2)
    (hp' : ε' * Real.cos p + q' ≠ 0) (h : ratio p ε q = ratio p ε' q') :
    ε = ε' ∧ q = q' := by
  obtain ⟨-, a, b⟩ := ellipsometric_inversion h0 h1 hε hq hp
  obtain ⟨-, a', b'⟩ := ellipsometric_inversion h0 h1 hε' hq' hp'
  rw [h] at a b
  exact ⟨b.trans b'.symm, a.trans a'.symm⟩
```

The primes mark a second sample, with its own $\varepsilon'$ and $q'$ and the same hypotheses. If both samples give the same ratio at the same angle, then $\varepsilon=\varepsilon'$ and $q=q'$, because each pair is the same function of the same number. This settles the doubt about the numerical search: within the model, no second permittivity fits.

```lean
/-- Conversely, the permittivity and wavevector component computed from `ρ ≠ -1` obey the
dispersion relation and, if that permittivity is not `1`, reproduce the ratio `ρ`. -/
theorem inversion_reproduces_ratio {p : ℝ} {ρ : ℂ} (h0 : 0 < p) (h1 : p < Real.pi / 2)
    (hρ : ρ ≠ -1) (hε : invertedPermittivity p ρ ≠ 1) :
    invertedQ p ρ ^ 2 = invertedPermittivity p ρ - (Real.sin p : ℂ) ^ 2 ∧
      ratio p (invertedPermittivity p ρ) (invertedQ p ρ) = ρ := by
  obtain ⟨hc0, hs0, -⟩ := oblique_trig h0 h1
  have hd : 1 + ρ ≠ 0 := fun h => hρ (by linear_combination h)
  have h2s : 2 * (Real.sin p : ℂ) ^ 2 ≠ 0 := mul_ne_zero two_ne_zero (pow_ne_zero 2 hs0)
  have hq : invertedQ p ρ ^ 2 = invertedPermittivity p ρ - (Real.sin p : ℂ) ^ 2 := by
    unfold invertedQ invertedPermittivity
    ring
  have hcq : Real.cos p * invertedQ p ρ * (1 + ρ) = (Real.sin p : ℂ) ^ 2 * (1 - ρ) := by
    unfold invertedQ
    rw [Real.tan_eq_sin_div_cos, Complex.ofReal_div]
    field_simp
  -- the p denominator cannot vanish for a finite ratio
  have hp : invertedPermittivity p ρ * Real.cos p + invertedQ p ρ ≠ 0 := by
    intro h
    rcases mul_eq_zero.mp (p_denominator_zero h0 h1 hq h) with he | hz
    · exact hε (sub_eq_zero.mp he)
    · apply h2s
      linear_combination (1 + ρ) * hz - hcq
  obtain ⟨-, hx⟩ := ratio_relation h0 h1 hε hq hp
  refine ⟨hq, mul_left_cancel₀ h2s ?_⟩
  linear_combination (-(1 + ρ)) * hx -
    (1 + ratio p (invertedPermittivity p ρ) (invertedQ p ρ)) * hcq
```

The converse starts from a number $\rho\neq-1$ and computes $q$ and $\varepsilon$ from it. The dispersion relation holds by construction. If the computed $\varepsilon$ is not $1$, the Fresnel formulas return the original $\rho$.

By hand, first note that the definition of $q$ gives $cq(1+\rho)=s^2(1-\rho)$, called `hcq`. If the p denominator vanished, then $cq=-s^2$, since $\varepsilon=1$ is excluded. Substituting this would give $-(1+\rho)=1-\rho$, which is impossible. So `ratio_relation` applies to the ratio $\rho'$ that the Fresnel formulas produce, and $(1-\rho')s^2=cq(1+\rho')$. Multiplying by $1+\rho$ and using `hcq`,

$$(1-\rho')(1+\rho)=(1-\rho)(1+\rho'),$$

which expands to $\rho'=\rho$.

The theorem does not promise that the computed $q$ belongs to a passive sample. A short calculation with the formula for $q$ shows that $\operatorname{Re}q\ge0$ exactly when $|\rho|\le1$, so a measured $|\rho|>1$ points to a measurement error, a ratio recorded as $r_s/r_p$, or a sample outside the passive bulk model. A reversed sign of $\rho$ leaves $|\rho|$ unchanged and is not caught this way.

## How an error in the ratio reaches the permittivity

```lean
/-- The complex derivative of the computed permittivity with respect to the measured ratio. -/
theorem permittivity_sensitivity (p : ℝ) {ρ : ℂ} (hρ : ρ ≠ -1) :
    HasDerivAt (invertedPermittivity p)
      (-4 * (Real.sin p : ℂ) ^ 2 * (Real.tan p : ℂ) ^ 2 * (1 - ρ) / (1 + ρ) ^ 3) ρ := by
  have hd : 1 + ρ ≠ 0 := fun h => hρ (by linear_combination h)
  have hnum := (hasDerivAt_id' ρ).const_sub 1
  have hden := (hasDerivAt_id' ρ).const_add 1
  have h := ((((hnum.fun_div hden hd).fun_pow 2).const_mul
    ((Real.tan p : ℂ) ^ 2)).const_add 1).const_mul ((Real.sin p : ℂ) ^ 2)
  refine HasDerivAt.congr_deriv h ?_
  simp only [Nat.cast_ofNat, Nat.reduceSub, pow_one]
  field_simp
  ring

end

end EllipsometricInversion
```

`HasDerivAt f f' x` says that the function `f` has derivative `f'` at the point `x`. Here the derivative is complex, so one number covers errors in both the modulus and the phase of $\rho$, to first order and at fixed angle. With $u=(1-\rho)/(1+\rho)$,

$$\frac{du}{d\rho}=-\frac{2}{(1+\rho)^2},\qquad \frac{d\varepsilon}{d\rho}=2\sin^2p\,\tan^2p\;u\,\frac{du}{d\rho}=-4\sin^2p\,\tan^2p\,\frac{1-\rho}{(1+\rho)^3}.$$

The code builds the derivative by the quotient, power and constant-multiple rules, and `field_simp` and `ring` bring it to this form. At a fixed angle, the cube in the denominator makes the inversion sensitive to errors when $\rho$ is close to $-1$. An error in the angle itself is not treated, and neither are films, surface roughness and anisotropy.

```lean
#print axioms EllipsometricInversion.ellipsometric_inversion
-- 'EllipsometricInversion.ellipsometric_inversion' depends on axioms: [propext, Classical.choice, Quot.sound]
#print axioms EllipsometricInversion.permittivity_unique
-- 'EllipsometricInversion.permittivity_unique' depends on axioms: [propext, Classical.choice, Quot.sound]
#print axioms EllipsometricInversion.inversion_reproduces_ratio
-- 'EllipsometricInversion.inversion_reproduces_ratio' depends on axioms: [propext, Classical.choice, Quot.sound]
#print axioms EllipsometricInversion.permittivity_sensitivity
-- 'EllipsometricInversion.permittivity_sensitivity' depends on axioms: [propext, Classical.choice, Quot.sound]
```
